# In a Hatsugai–Kohmoto Mott state at chemical potential U/2, the spin-averaged zero-frequency Green's function vanishes exactly where the band energy is zero

Take one momentum with band energy zero, a repulsion \(U>0\) between its spin-up and its spin-down electron, and chemical potential \(U/2\). Empty and doubly occupied both cost \(0\), and one electron costs \(-U/2\). If the one electron is equally likely to have spin up or spin down, removing or adding a spin-up electron gives poles at \(-U/2\) and \(+U/2\) with equal weight, and at \(\omega=0\) their contributions cancel. So the Green's function is zero in the middle of a gap. What happens in a band, where \(e_k\) varies? Does the zero stay at \(e_k=0\), and how wide may the band be before the Mott state is lost? I am used to reading a sign change of \(G(0)\) as a Fermi surface, yet here there is no pole at zero frequency.

## Single occupancy needs |e| < U/2 at every momentum

The zero stays at \(e_k=0\), and the Mott state survives as long as every \(|e_k|<U/2\). With \(n=n_\uparrow+n_\downarrow\), the energy of one momentum, chemical potential included, is

\[
E=(e-U/2)\,n+U n_\uparrow n_\downarrow=(e-U/2)\,n+\tfrac{U}{2}n(n-1),
\]

because \(n_\sigma^2=n_\sigma\) gives \(n(n-1)=2n_\uparrow n_\downarrow\). Hence

\[
E_0=0,\qquad E_1=e-U/2,\qquad E_2=2e .
\]

The inequality \(E_1<E_0\) means \(e<U/2\), and \(E_1<E_2\) means \(e>-U/2\). Together they say \(|e|<U/2\).

In the Hatsugai–Kohmoto model two electrons repel each other only if they have the same momentum, so the total energy is a sum over momenta. If the condition holds at each \(k\), a configuration with one electron everywhere is no higher than any other in each term, and strictly lower wherever the other is empty or doubly occupied. Conversely, changing the occupation at a single \(k\) changes only that term, so the ordering of the whole band forces the ordering at \(k\).

## Two poles combine into one zero

Let \(c_\uparrow\) annihilate the spin-up electron, and let \(m\) run over the four states of one momentum. If the momentum is in the state \(g\), its spin-up Green's function is

\[
G_g(\omega)=\sum_m\left[\frac{|\langle g|c_\uparrow|m\rangle|^2}{\omega-(E_m-E_g)}+\frac{|\langle m|c_\uparrow|g\rangle|^2}{\omega-(E_g-E_m)}\right].
\]

In the spin-up state a spin-up electron can only be removed, with pole \(E_1-E_0=e-U/2\). In the spin-down state a spin-up electron can only be added, with pole \(E_2-E_1=e+U/2\). The equal average is

\[
G(\omega)=\frac12\left(\frac1{\omega-e+U/2}+\frac1{\omega-e-U/2}\right).
\]

For \(|\omega-e|<U/2\) neither denominator vanishes. Their sum is \(2(\omega-e)\) and their product is \((\omega-e)^2-(U/2)^2\), so

\[
G(\omega)=\frac{e-\omega}{(U/2)^2-(\omega-e)^2},\qquad G(0)=\frac{e}{(U/2)^2-e^2}.
\]

The last denominator is positive when \(|e|<U/2\), so \(G(0)\) has the sign of \(e\) and vanishes only at \(e=0\).

For \(U=4\) and \(e=1\), the energies are \(E_0=0\), \(E_1=-1\), \(E_2=2\), and \(G(0)=\frac12(1-\frac13)=\frac13\), in agreement with \(1/(4-1)\). For \(e=3\) they are \(0,1,6\), so the empty state wins and the Mott state is lost.

The average over spin is easily forgotten. In the spin-up state alone, \(G_\uparrow(0)=1/(U/2-e)\), which is positive throughout the Mott regime and has no zero.

## What the Lean statements say

`K` is a finite set of momenta and `e : K → ℝ` the band. A configuration assigns to each momentum a pair of Booleans, the spin-up and spin-down occupations, and `Single` says that they differ. `MottGround U e` says that every configuration with one electron at each momentum lies strictly below every configuration without that property.

`mottGround_iff` states that this is equivalent to `|e k| < U / 2` for all `k`. No sign of \(U\) is assumed; if there is at least one momentum, the condition itself forces \(U>0\). `luttinger_surface` takes `MottGround U e` as its hypothesis and gives both the zero and the sign of \(G(0)\) at each `k`.

`cUp m g` is \(\langle m|c_\uparrow|g\rangle\) without fermionic signs, which is harmless because only squares enter. Frequencies are real and must avoid the poles, with \(\hbar=1\).

The step left to physics is the identification of `mottGreen`, defined for one momentum, with the Green's function of the whole band in the equal mixture of its singly occupied configurations. It rests on the Hamiltonian being a sum of independent terms, one per momentum.

```lean
import Mathlib

open Finset

namespace HatsugaiKohmoto

noncomputable section

/-- The occupation number, 0 or 1, of one spin orbital. -/
def num : Bool → ℝ
  | true => 1
  | false => 0

/-- The energy of one momentum with band energy `e`, repulsion `U` and chemical potential `U/2`.
The pair `s` tells whether the spin-up and the spin-down orbital are occupied. -/
def modeEnergy (U e : ℝ) (s : Bool × Bool) : ℝ :=
  (e - U / 2) * (num s.1 + num s.2) + U * num s.1 * num s.2

/-- Exactly one of the two spin orbitals is occupied. -/
def Single (s : Bool × Bool) : Prop := s.1 ≠ s.2

/-- The total energy of a configuration of the band: the sum over all momenta. -/
def bandEnergy {K : Type*} [Fintype K] (U : ℝ) (e : K → ℝ) (c : K → Bool × Bool) : ℝ :=
  ∑ k, modeEnergy U (e k) (c k)

/-- Every configuration with one electron at each momentum lies strictly below every
configuration that has an empty or doubly occupied momentum. -/
def MottGround {K : Type*} [Fintype K] (U : ℝ) (e : K → ℝ) : Prop :=
  ∀ c d : K → Bool × Bool, (∀ k, Single (c k)) → (¬ ∀ k, Single (d k)) →
    bandEnergy U e c < bandEnergy U e d

/-- The matrix element of the spin-up annihilation operator from state `g` to state `m`
of one momentum. -/
def cUp (m g : Bool × Bool) : ℝ :=
  if g.1 = true ∧ m = (false, g.2) then 1 else 0

/-- The Lehmann sum for the spin-up Green's function in state `g`: electron addition plus
electron removal, at real frequencies `ω` away from the transition energies. -/
def lehmann (U e ω : ℝ) (g : Bool × Bool) : ℝ :=
  ∑ m, (cUp g m ^ 2 / (ω - (modeEnergy U e m - modeEnergy U e g)) +
    cUp m g ^ 2 / (ω - (modeEnergy U e g - modeEnergy U e m)))

/-- The spin-up Green's function averaged equally over the two singly occupied states,
at real frequencies `ω` other than `e - U/2` and `e + U/2`. -/
def mottGreen (U e ω : ℝ) : ℝ :=
  (lehmann U e ω (true, false) + lehmann U e ω (false, true)) / 2

/-- The energy of one momentum depends only on its electron number `n` and equals
`(e - U/2) n + U n (n - 1) / 2`. -/
theorem modeEnergy_eq (U e : ℝ) (s : Bool × Bool) :
    modeEnergy U e s = (e - U / 2) * (num s.1 + num s.2) +
      U * (num s.1 + num s.2) * (num s.1 + num s.2 - 1) / 2 := by
  rcases s with ⟨a, b⟩
  cases a <;> cases b <;> simp only [modeEnergy, num] <;> ring

/-- A singly occupied momentum has energy `e - U/2` for either spin. -/
theorem modeEnergy_single (U e : ℝ) (s : Bool × Bool) (hs : Single s) :
    modeEnergy U e s = e - U / 2 := by
  rcases s with ⟨a, b⟩
  cases a <;> cases b <;> simp [Single] at hs <;> simp only [modeEnergy, num] <;> ring

/-- At one momentum, single occupancy lies strictly below empty and double occupancy
if and only if `|e| < U/2`. -/
theorem single_occupancy_iff (U e : ℝ) :
    (∀ s t, Single s → ¬ Single t → modeEnergy U e s < modeEnergy U e t) ↔ |e| < U / 2 := by
  constructor
  · intro h
    -- compare with the empty and with the doubly occupied state
    have h0 := h (true, false) (false, false) (by simp [Single]) (by simp [Single])
    have h2 := h (true, false) (true, true) (by simp [Single]) (by simp [Single])
    simp only [modeEnergy, num] at h0 h2
    rw [abs_lt]
    constructor <;> linarith
  · intro h s t hs ht
    obtain ⟨h1, h2⟩ := abs_lt.mp h
    rw [modeEnergy_single U e s hs]
    rcases t with ⟨a, b⟩
    cases a <;> cases b <;> simp [Single] at ht <;> simp only [modeEnergy, num] <;> linarith

/-- The configurations with one electron at each momentum lie strictly below all others
if and only if every band energy satisfies `|e k| < U/2`. -/
theorem mottGround_iff {K : Type*} [Fintype K] (U : ℝ) (e : K → ℝ) :
    MottGround U e ↔ ∀ k, |e k| < U / 2 := by
  classical
  constructor
  · intro h k
    rw [← single_occupancy_iff]
    intro s t hs ht
    by_contra hn
    -- change the configuration at the momentum k only
    have hlt := h (fun _ => s) (fun j => if j = k then t else s) (fun _ => hs)
      (fun H => ht (by simpa using H k))
    unfold bandEnergy at hlt
    refine not_lt_of_ge (Finset.sum_le_sum ?_) hlt
    intro j _
    by_cases hj : j = k
    · subst hj
      simpa using not_lt.mp hn
    · simp [hj]
  · intro h c d hc hd
    obtain ⟨k, hk⟩ := not_forall.mp hd
    unfold bandEnergy
    refine Finset.sum_lt_sum ?_ ⟨k, Finset.mem_univ k,
      (single_occupancy_iff U (e k)).mpr (h k) _ _ (hc k) hk⟩
    intro j _
    by_cases hj : Single (d j)
    · rw [modeEnergy_single U (e j) _ (hc j), modeEnergy_single U (e j) _ hj]
    · exact ((single_occupancy_iff U (e j)).mpr (h j) _ _ (hc j) hj).le

/-- The spin-up Green's function, averaged equally over the two singly occupied states, is the sum
of two fractions of weight 1/2, one with its pole at `e - U/2` and one at `e + U/2`. -/
theorem mottGreen_eq (U e ω : ℝ) :
    mottGreen U e ω = 1 / 2 * (1 / (ω - e + U / 2) + 1 / (ω - e - U / 2)) := by
  -- each singly occupied state has one allowed transition
  have h1 : lehmann U e ω (true, false) =
      1 / (ω - (modeEnergy U e (true, false) - modeEnergy U e (false, false))) := by
    simp [lehmann, cUp, Fintype.sum_prod_type]
  have h2 : lehmann U e ω (false, true) =
      1 / (ω - (modeEnergy U e (true, true) - modeEnergy U e (false, true))) := by
    simp [lehmann, cUp, Fintype.sum_prod_type]
  have d1 : ω - (modeEnergy U e (true, false) - modeEnergy U e (false, false)) =
      ω - e + U / 2 := by
    simp only [modeEnergy, num]
    ring
  have d2 : ω - (modeEnergy U e (true, true) - modeEnergy U e (false, true)) =
      ω - e - U / 2 := by
    simp only [modeEnergy, num]
    ring
  rw [mottGreen, h1, h2, d1, d2]
  ring

/-- At a frequency between the two poles, the spin-up Green's function averaged equally over the two
singly occupied states is a single fraction with numerator `e - ω`. -/
theorem mottGreen_gap (U e ω : ℝ) (h : |ω - e| < U / 2) :
    mottGreen U e ω = (e - ω) / ((U / 2) ^ 2 - (ω - e) ^ 2) := by
  obtain ⟨h1, h2⟩ := abs_lt.mp h
  have a : ω - e + U / 2 ≠ 0 := by linarith
  have b : ω - e - U / 2 ≠ 0 := by linarith
  have key : ∀ x y : ℝ, x ≠ 0 → y ≠ 0 →
      1 / 2 * (1 / x + 1 / y) = -((x + y) / 2) / (-(x * y)) := by
    intro x y hx hy
    rw [neg_div_neg_eq, div_add_div _ _ hx hy]
    ring
  rw [mottGreen_eq, key _ _ a b]
  congr 1 <;> ring

/-- If the configurations with one electron at each momentum lie strictly below all others, the
zero-frequency spin-up Green's function, averaged equally over the two singly occupied states of a
momentum, vanishes exactly where the band energy is zero, and is positive exactly where the band
energy is positive. -/
theorem luttinger_surface {K : Type*} [Fintype K] (U : ℝ) (e : K → ℝ)
    (h : MottGround U e) (k : K) :
    (mottGreen U (e k) 0 = 0 ↔ e k = 0) ∧ (0 < mottGreen U (e k) 0 ↔ 0 < e k) := by
  have hk := (mottGround_iff U e).mp h k
  obtain ⟨h1, h2⟩ := abs_lt.mp hk
  -- zero frequency lies inside the gap, so the denominator is positive
  have hpos : 0 < (U / 2) ^ 2 - (0 - e k) ^ 2 := by
    have hm : 0 < (U / 2 - e k) * (U / 2 + e k) :=
      mul_pos (by linarith) (by linarith)
    linarith [show (U / 2) ^ 2 - (0 - e k) ^ 2 = (U / 2 - e k) * (U / 2 + e k) by ring]
  rw [mottGreen_gap U (e k) 0 (by rw [zero_sub, abs_neg]; exact hk)]
  constructor
  · rw [div_eq_iff hpos.ne', zero_mul, sub_zero]
  · rw [lt_div_iff₀ hpos, zero_mul, sub_zero]

end

end HatsugaiKohmoto
```

```lean
#print axioms HatsugaiKohmoto.modeEnergy_eq
#print axioms HatsugaiKohmoto.luttinger_surface
```

```
'HatsugaiKohmoto.modeEnergy_eq' depends on axioms: [propext, Classical.choice, Quot.sound]
'HatsugaiKohmoto.luttinger_surface' depends on axioms: [propext, Classical.choice, Quot.sound]
```

## From the four configurations to the sign of G(0)

`modeEnergy_eq` and `modeEnergy_single` check the energies by splitting into the four configurations. `single_occupancy_iff` compares one electron with none and with two; `linarith` turns the two inequalities into the bounds on \(e\), and back.

In `mottGround_iff`, the forward direction puts every momentum in the same state `s` and changes only `k` to `t`. Were `t` not higher than `s`, `Finset.sum_le_sum` would contradict the assumed ordering. The reverse direction is the termwise comparison, with `Finset.sum_lt_sum` supplying the strict inequality.

`mottGreen_eq` evaluates the Lehmann sum: `h1` and `h2` isolate the one allowed transition from each spin state, and `d1` and `d2` insert the energies. `mottGreen_gap` adds the fractions through `key`. Finally, `luttinger_surface` factors the denominator as \((U/2-e_k)(U/2+e_k)>0\) and reads off the zero and the sign from the numerator.

As for the Fermi surface: in this model of decoupled momenta, \(G(0)\) changes sign through a zero inside the gap, so a sign change alone does not signal quasiparticles. Despite its name, `luttinger_surface` only locates zeros and signs and makes no statement about electron counting. On a finite set of momenta, \(e_k\) may also change sign between neighbouring points without being zero at any of them.
